# A unitary one-qubit gate whose two-copy form does not commute with X ⊗ X + Y ⊗ Y

The theorem concerns the one-qubit gate G = (3Z + 4X)/5, written as an explicit 2 × 2 complex matrix. It states that G†G = 1, so that G is unitary, and that G ⊗ G does not commute with X ⊗ X + Y ⊗ Y on two qubits. The attempt checks the first claim entry by entry, leaving the arithmetic to `simp` and `norm_num`. For the second it supposes that the operators commute and derives a contradiction from the matrix element between |00⟩ and |01⟩.

An attempt in Lean 4 with a fault in it:

```lean
import Mathlib

open Matrix
open scoped Kronecker

namespace GaussianityTest

noncomputable section

variable {n m : Type*} [Fintype n] [DecidableEq n] [Fintype m] [DecidableEq m]

/-- The two-copy operator `∑ a, g_a ⊗ g_a`. -/
def twoCopy (g : n → Matrix m m ℂ) : Matrix (m × m) (m × m) ℂ :=
  ∑ a, g a ⊗ₖ g a

omit [DecidableEq n] [Fintype m] [DecidableEq m] in
/-- Matrix elements of the two-copy operator. -/
lemma twoCopy_apply (g : n → Matrix m m ℂ) (i j k l : m) :
    twoCopy g (i, j) (k, l) = ∑ a, g a i k * g a j l := by
  simp [twoCopy, Matrix.sum_apply, Matrix.kroneckerMap_apply]

/-- The Pauli matrices `X` and `Y` of one qubit. -/
def pauliXY : Fin 2 → Matrix (Fin 2) (Fin 2) ℂ :=
  ![!![0, 1; 1, 0], !![0, -Complex.I; Complex.I, 0]]

/-- The gate `(3 Z + 4 X) / 5` is unitary, and its two-copy version does not commute with
`X ⊗ X + Y ⊗ Y`. -/
theorem not_commute_example :
    (!![3/5, 4/5; 4/5, -3/5] : Matrix (Fin 2) (Fin 2) ℂ)ᴴ * !![3/5, 4/5; 4/5, -3/5] = 1 ∧
      ¬ Commute (twoCopy pauliXY)
        ((!![3/5, 4/5; 4/5, -3/5] : Matrix (Fin 2) (Fin 2) ℂ) ⊗ₖ
          (!![3/5, 4/5; 4/5, -3/5] : Matrix (Fin 2) (Fin 2) ℂ)) := by
  constructor
  · ext i j
    fin_cases i <;> fin_cases j <;>
      simp [Matrix.mul_apply, Fin.sum_univ_two] <;> norm_num
  · intro hc
    -- compare the matrix element between |00⟩ and |01⟩
    have h := congrFun (congrFun hc.eq (0, 0)) (0, 1)
    norm_num [Matrix.mul_apply, Fintype.sum_prod_type, Fin.sum_univ_two, twoCopy_apply,
      pauliXY, Matrix.kroneckerMap_apply] at h

end

end GaussianityTest
```

Lean reports:

```
Main.lean:34:2: error: unsolved goals
case left.«0».«0»
⊢ (starRingEnd ℂ) 3 / (starRingEnd ℂ) 5 * (3 / 5) + (starRingEnd ℂ) 4 / (starRingEnd ℂ) 5 * (4 / 5) = 1

case left.«0».«1»
⊢ (starRingEnd ℂ) 3 / (starRingEnd ℂ) 5 * (4 / 5) + -((starRingEnd ℂ) 4 / (starRingEnd ℂ) 5 * (3 / 5)) = 0

case left.«1».«0»
⊢ (starRingEnd ℂ) 4 / (starRingEnd ℂ) 5 * (3 / 5) + -(starRingEnd ℂ) 3 / (starRingEnd ℂ) 5 * (4 / 5) = 0

case left.«1».«1»
⊢ (starRingEnd ℂ) 4 / (starRingEnd ℂ) 5 * (4 / 5) + -(-(starRingEnd ℂ) 3 / (starRingEnd ℂ) 5 * (3 / 5)) = 1
```

Fix (accepted with no message):

```diff
@@ -32,5 +32,21 @@
           (!![3/5, 4/5; 4/5, -3/5] : Matrix (Fin 2) (Fin 2) ℂ)) := by
   constructor
-  · ext i j
+  · have s1 : star (3/5 : ℂ) = 3/5 := by
+      rw [show (3/5 : ℂ) = ((3/5 : ℝ) : ℂ) by norm_num]
+      exact Complex.conj_ofReal _
+    have s2 : star (4/5 : ℂ) = 4/5 := by
+      rw [show (4/5 : ℂ) = ((4/5 : ℝ) : ℂ) by norm_num]
+      exact Complex.conj_ofReal _
+    have s3 : star (-3/5 : ℂ) = -3/5 := by
+      rw [show (-3/5 : ℂ) = ((-3/5 : ℝ) : ℂ) by norm_num]
+      exact Complex.conj_ofReal _
+    -- the gate is Hermitian, so unitarity says that it squares to one
+    have hH : (!![3/5, 4/5; 4/5, -3/5] : Matrix (Fin 2) (Fin 2) ℂ)ᴴ
+        = !![3/5, 4/5; 4/5, -3/5] := by
+      ext i j
+      fin_cases i <;> fin_cases j
+      exacts [s1, s2, s2, s3]
+    rw [hH]
+    ext i j
     fin_cases i <;> fin_cases j <;>
       simp [Matrix.mul_apply, Fin.sum_univ_two] <;> norm_num
```

Diagnosis. The one error covers four unsolved goals, the four entries of G†G = 1. All four equations are true, but they still contain complex conjugates of numerals, such as `(starRingEnd ℂ) 3`. The conjugate transpose had put a conjugation on each entry of the left factor, and this was carried inside the fractions but never evaluated. Until Lean knows that the conjugate of 3 is 3, the sums can't be reduced to plain arithmetic.

The repair removes the conjugations before multiplying. `s1`, `s2` and `s3` show that 3/5, 4/5 and -3/5 are their own conjugates, by rewriting each as a real number cast into ℂ and applying `Complex.conj_ofReal`. `hH` assembles these into the statement that the gate is Hermitian, and `rw [hH]` replaces G† by G. What remains is G² = 1, whose entries involve only rational numbers, and the original `simp` and `norm_num` line now proves it. The non-commutation half drew no error and is unchanged.
